# Wilson loops in two-dimensional ℤ₂ gauge theory with open boundaries have expectation tanh(β)^(R T)

**A:** Put a sign, 1 or −1, on every link of a finite open rectangular square lattice, and weight each configuration by exp(β × sum of plaquette products), with β real. The link product around any R by T rectangle in the lattice then has expectation

⟨W(R,T)⟩ = tanh(β)^(R T).

**Q:** What physical question does that answer?

**A:** Whether two static charges are confined. The loop describes a pair held a distance R apart for a Euclidean time T, and one expects ⟨W⟩ ~ exp(−V(R) T) at large T. For β > 0 the formula gives V(R) = σR with σ = −log tanh β in lattice units, so the energy grows linearly with separation. I supply the logarithm and the reading as a potential; Lean's theorem stops at the power of tanh β.

**Q:** Neighbouring plaquettes share a link. How can the answer look as if the plaquettes were independent?

**A:** Because here they are. Let h(i,j) be the horizontal link leaving site (i,j) to the right and v(i,j) the vertical link leaving it upwards, with indices from 0. For L by M plaquettes, define

P(i,j) = h(i,j) v(i+1,j) h(i,j+1) v(i,j).

Any pattern of plaquette signs can be realised. Set all v = 1 and

h(i,j) = P(i,0) P(i,1) ⋯ P(i,j−1),

so that h(i,j) h(i,j+1) = P(i,j), since signs square to one.

Each pattern also arises equally often. Multiplying two link fields multiplies their plaquettes, so multiplication by a field with pattern P maps the fields with trivial plaquettes one-to-one onto those with pattern P. With N = L(M+1) + (L+1)M links, each of the 2^(LM) patterns comes from 2^(N−LM) link fields.

**Q:** Then the Boltzmann sum should factorise.

**A:** Yes. One plaquette sign s contributes

Σₛ exp(βs) = 2 cosh β,
Σₛ s exp(βs) = 2 sinh β = tanh β × 2 cosh β.

If the plaquettes of a set S with |S| members are inserted into the sum, the result is

2^(N−LM) (2 cosh β)^(LM) tanh(β)^|S| = 2^N cosh(β)^(LM) tanh(β)^|S|.

The empty set gives the partition function Z = 2^N cosh(β)^(LM). Dividing by Z leaves tanh(β)^|S|.

Finally, multiply the R T plaquettes inside the rectangle. Each interior link occurs twice and drops out, while each boundary link occurs once. The product is the Wilson loop, so |S| = R T.

**Q:** Now the formal version. What is a gauge field in Lean?

**A:** A pair of families of signs. `ℤˣ`, the invertible integers, is exactly {1, −1}. In `Links L M` the first component is h and the second is v; the extra `+ 1` in the second index range of h and in the first index range of v supplies the links on the far edges, which makes the boundary open.

```lean
import Mathlib

open Finset

namespace IsingGaugeAreaLaw

noncomputable section

variable {L M : ℕ}

/-- A link field on the open lattice of `L` by `M` plaquettes: a sign on every horizontal link
(first component) and on every vertical link (second component). -/
abbrev Links (L M : ℕ) : Type :=
  (Fin L → Fin (M + 1) → ℤˣ) × (Fin (L + 1) → Fin M → ℤˣ)
```

**Q:** And the plaquette? I see no inverse links.

**A:** A sign is its own inverse, so orientation plays no role. `castSucc` keeps the index and `succ` raises it by one, which reproduces P(i,j) above.

```lean
/-- The product of the four links around the plaquette `p`. -/
def plaquette (U : Links L M) (p : Fin L × Fin M) : ℤˣ :=
  U.1 p.1 p.2.castSucc * U.2 p.1.succ p.2 * U.1 p.1 p.2.succ * U.2 p.1.castSucc p.2
```

**Q:** Which convention does β follow?

**A:** It is the dimensionless plaquette coupling, and the exponent carries a plus sign, so positive β favours plaquettes equal to 1, those without flux. Writing the action as β Σ(1 − P) instead would change the weight by a constant factor that cancels in expectations. The partition function sums over all link fields with no gauge fixing, so gauge copies are counted in both numerator and denominator.

```lean
/-- The Boltzmann weight: the exponential of `β` times the sum of all plaquette products. -/
def weight (β : ℝ) (U : Links L M) : ℝ :=
  Real.exp (β * ∑ p, ((plaquette U p : ℤ) : ℝ))

/-- The partition function: the sum of the weights of all link fields. -/
def partitionFunction (L M : ℕ) (β : ℝ) : ℝ := ∑ U : Links L M, weight β U

/-- The expectation of an observable `O` of the link field at coupling `β`. -/
def expectation (β : ℝ) (O : Links L M → ℝ) : ℝ :=
  (∑ U, O U * weight β U) / partitionFunction L M β
```

**Q:** Could the loop have been defined as a product of plaquettes, so that the theorem is nearly empty?

**A:** No. `wilsonLoop` multiplies links along the bottom, right, top and left sides, and nothing inside. Its lower left corner is the site (x, y), and the hypotheses `hx : x + R ≤ L` and `hy : y + T ≤ M` say that the rectangle fits in the lattice. It may touch the edge. If R or T is zero, the links cancel in pairs and the loop is 1, in agreement with tanh(β)^0. The enclosed plaquettes are located separately by `cell`, which enters only in the proof.

```lean
/-- The Wilson loop: the product of the links around the `R` by `T` rectangle whose lower left
corner is the site `(x, y)`; the rectangle lies inside the lattice. -/
def wilsonLoop (U : Links L M) (x y R T : ℕ) (hx : x + R ≤ L) (hy : y + T ≤ M) : ℤˣ :=
  (∏ i : Fin R, U.1 ⟨x + i, by omega⟩ ⟨y, by omega⟩) *
  (∏ j : Fin T, U.2 ⟨x + R, by omega⟩ ⟨y + j, by omega⟩) *
  (∏ i : Fin R, U.1 ⟨x + i, by omega⟩ ⟨y + T, by omega⟩) *
  ∏ j : Fin T, U.2 ⟨x, by omega⟩ ⟨y + j, by omega⟩

/-- The lattice position of the plaquette in column `q.1` and row `q.2` of the rectangle. -/
def cell (x y R T : ℕ) (hx : x + R ≤ L) (hy : y + T ≤ M) (q : Fin R × Fin T) :
    Fin L × Fin M :=
  (⟨x + q.1, by omega⟩, ⟨y + q.2, by omega⟩)
```

**Q:** So what exactly does the final theorem say?

**A:** `area_law` says that for every real β, every lattice size and every rectangle satisfying those two inequalities, the expectation of the loop, converted from a sign to a real number, equals `Real.tanh β ^ (R * T)`. It is an equality at finite size, with no large-loop limit. The setting is two-dimensional, with group ℤ₂ and no dynamical matter.

**Q:** Would three dimensions change much?

**A:** Yes. The six plaquettes of a cube multiply to 1, so they are no longer independent. A periodic two-dimensional lattice already has such a constraint: the product of all its plaquettes is 1. The open boundary enters the proof at its first lemma, where `exists_links` builds the link field from accumulated products.

```lean
/-- On the open lattice every assignment of signs to the plaquettes comes from a link field. -/
theorem exists_links (P : Fin L × Fin M → ℤˣ) : ∃ U : Links L M, plaquette U = P := by
  -- vertical links are 1, horizontal links accumulate the plaquettes below them
  refine ⟨(fun i j => ∏ k ∈ range (j : ℕ), if hk : k < M then P (i, ⟨k, hk⟩) else 1, 1), ?_⟩
  funext ⟨i, j⟩
  change (∏ k ∈ range (j : ℕ), if hk : k < M then P (i, ⟨k, hk⟩) else 1) * 1 *
    (∏ k ∈ range ((j : ℕ) + 1), if hk : k < M then P (i, ⟨k, hk⟩) else 1) * 1 = P (i, j)
  rw [prod_range_succ, dif_pos j.isLt, mul_one, mul_one, ← mul_assoc,
    Int.units_mul_self, one_mul]
```

The term for `k = j` is split off the longer product with `prod_range_succ`; the remaining factors are equal signs and multiply to 1.

**Q:** And the equal counting of patterns?

**A:** That takes two lemmas. The first is multiplicativity, which is only a reordering of factors.

```lean
/-- Multiplying two link fields link by link multiplies their plaquettes. -/
theorem plaquette_mul (U V : Links L M) :
    plaquette (U * V) = plaquette U * plaquette V := by
  funext p
  simp only [plaquette, Prod.fst_mul, Prod.snd_mul, Pi.mul_apply]
  ac_rfl
```

The second replaces my counting argument by a double average. For each pattern `P`, `choose` picks a link field `s P` that realises it. Translating the sum over links by `s P` changes nothing (`h1`). Summing over `P` as well and exchanging the sums leaves, for each `U`, a sum over `P * plaquette U`, which is just a sum over all patterns (`h2`). The powers of 2 are the numbers of patterns and of link fields.

```lean
/-- The plaquettes are free variables: the average over all link fields of a function of the
plaquettes equals its average over all independent assignments of plaquette signs. -/
theorem sum_over_links (F : (Fin L × Fin M → ℤˣ) → ℝ) :
    2 ^ (L * M) * ∑ U : Links L M, F (plaquette U) =
      2 ^ (L * (M + 1) + (L + 1) * M) * ∑ P, F P := by
  choose s hs using exists_links (L := L) (M := M)
  have hP : (Fintype.card (Fin L × Fin M → ℤˣ) : ℝ) = 2 ^ (L * M) := by
    simp only [Fintype.card_fun, Fintype.card_prod, Fintype.card_fin, Fintype.card_units_int]
    push_cast
    rfl
  have hL : (Fintype.card (Links L M) : ℝ) = 2 ^ (L * (M + 1) + (L + 1) * M) := by
    simp only [Links, Fintype.card_fun, Fintype.card_prod, Fintype.card_fin,
      Fintype.card_units_int]
    push_cast
    ring
  -- translate the link field by a field with prescribed plaquettes, and average over these
  have h1 : ∀ P, ∑ U, F (plaquette (s P * U)) = ∑ U, F (plaquette U) := fun P =>
    Equiv.sum_comp (Equiv.mulLeft (s P)) (fun U => F (plaquette U))
  have h2 : ∀ U : Links L M, ∑ P, F (P * plaquette U) = ∑ P, F P := fun U =>
    Equiv.sum_comp (Equiv.mulRight (plaquette U)) F
  calc 2 ^ (L * M) * ∑ U : Links L M, F (plaquette U)
      = ∑ P, ∑ U, F (plaquette (s P * U)) := by
        simp only [h1, sum_const, card_univ, nsmul_eq_mul, hP]
    _ = ∑ U : Links L M, ∑ P, F (P * plaquette U) := by
        rw [sum_comm]
        simp only [plaquette_mul, hs]
    _ = _ := by simp only [h2, sum_const, card_univ, nsmul_eq_mul, hL]
```

**Q:** Where does tanh β appear?

**A:** In `site`, the sum over one sign: an inserted plaquette gives 2 sinh β, written as tanh β × 2 cosh β, and any other gives 2 cosh β. Then `total` turns the exponential of a sum into a product and uses `prod_univ_sum` to exchange the sum over patterns with the product over plaquettes. The previous lemma carries the result back to links, and a common factor 2^(LM) is cancelled.

```lean
/-- The Boltzmann sum with the plaquettes of a set `S` inserted: each inserted plaquette
contributes one factor `tanh β`. -/
theorem weighted_sum (β : ℝ) (S : Finset (Fin L × Fin M)) :
    ∑ U : Links L M, (∏ p ∈ S, ((plaquette U p : ℤ) : ℝ)) * weight β U =
      Real.tanh β ^ S.card * (2 ^ (L * (M + 1) + (L + 1) * M) * Real.cosh β ^ (L * M)) := by
  -- the sum over the sign of one plaquette
  have site : ∀ p, ∑ s : ℤˣ, (if p ∈ S then ((s : ℤ) : ℝ) else 1) * Real.exp (β * ((s : ℤ) : ℝ))
      = (if p ∈ S then Real.tanh β else 1) * (2 * Real.cosh β) := by
    intro p
    have hu : (univ : Finset ℤˣ) = {1, -1} := by decide
    have ht : Real.tanh β * Real.cosh β = Real.sinh β := by
      rw [Real.tanh_eq_sinh_div_cosh, div_mul_cancel₀ _ (Real.cosh_pos β).ne']
    rw [hu, sum_pair (by decide)]
    simp only [Units.val_one, Units.val_neg, Int.cast_neg, Int.cast_one, mul_one, mul_neg]
    split_ifs
    · linear_combination -2 * ht - 2 * Real.sinh_eq β
    · linear_combination -2 * Real.cosh_eq β
  -- the sum over all plaquette signs factorises
  have total : ∑ P : Fin L × Fin M → ℤˣ, (∏ p ∈ S, ((P p : ℤ) : ℝ)) *
      Real.exp (β * ∑ p, ((P p : ℤ) : ℝ)) =
        Real.tanh β ^ S.card * (2 * Real.cosh β) ^ (L * M) := by
    calc _ = ∑ P : Fin L × Fin M → ℤˣ, ∏ p, (if p ∈ S then ((P p : ℤ) : ℝ) else 1) *
          Real.exp (β * ((P p : ℤ) : ℝ)) := by
          refine sum_congr rfl fun P _ => ?_
          rw [prod_mul_distrib, prod_ite_mem, univ_inter, mul_sum, Real.exp_sum]
      _ = ∏ p, ∑ s : ℤˣ, (if p ∈ S then ((s : ℤ) : ℝ) else 1) *
          Real.exp (β * ((s : ℤ) : ℝ)) := by
          rw [prod_univ_sum, Fintype.piFinset_univ]
      _ = _ := by
          simp only [site]
          rw [prod_mul_distrib, prod_ite_mem, univ_inter]
          simp only [prod_const, card_univ, Fintype.card_prod, Fintype.card_fin]
  have h := sum_over_links (L := L) (M := M) (fun P => (∏ p ∈ S, ((P p : ℤ) : ℝ)) *
    Real.exp (β * ∑ p, ((P p : ℤ) : ℝ)))
  rw [total, mul_pow] at h
  refine mul_left_cancel₀ (pow_ne_zero (L * M) (two_ne_zero (α := ℝ))) (h.trans ?_)
  ring
```

The partition function is the case of the empty set, and the expectation is a ratio in which the positive factor Z cancels.

```lean
/-- The partition function is 2 to the number of links times `cosh β` to the number of
plaquettes. -/
theorem partitionFunction_eq (β : ℝ) : partitionFunction L M β =
    2 ^ (L * (M + 1) + (L + 1) * M) * Real.cosh β ^ (L * M) := by
  simpa [partitionFunction] using weighted_sum (L := L) (M := M) β ∅

/-- The expectation of the product of any set `S` of distinct plaquettes is `tanh β` to the
number of plaquettes in `S`. -/
theorem expectation_plaquettes (β : ℝ) (S : Finset (Fin L × Fin M)) :
    expectation β (fun U => ∏ p ∈ S, ((plaquette U p : ℤ) : ℝ)) = Real.tanh β ^ S.card := by
  have hc := Real.cosh_pos β
  rw [expectation, weighted_sum, partitionFunction_eq]
  exact mul_div_cancel_right₀ _ (by positivity)
```

**Q:** That leaves the passage from plaquettes to the loop.

**A:** It is done inside the last proof. The statement `tel` is the cancellation along one line of links,

(f₀f₁)(f₁f₂)⋯(fₙ₋₁fₙ) = f₀fₙ,

proved by induction on n. Applied to the horizontal links in each column of plaquettes and to the vertical links in each row, it leaves the four sides; this is `loop`. The statement `inj` shows that the R T enclosed plaquettes are distinct, so the set has R T members and `expectation_plaquettes` gives the exponent.

```lean
/-- Area law: the expectation of the Wilson loop around an `R` by `T` rectangle inside the
lattice is `tanh β` to the power `R * T`, for every real `β`. -/
theorem area_law (β : ℝ) (x y R T : ℕ) (hx : x + R ≤ L) (hy : y + T ≤ M) :
    expectation β (fun U : Links L M => ((wilsonLoop U x y R T hx hy : ℤ) : ℝ)) =
      Real.tanh β ^ (R * T) := by
  -- along a row of links each interior link occurs twice and drops out
  have tel : ∀ (n : ℕ) (f : Fin (n + 1) → ℤˣ),
      ∏ j : Fin n, (f j.castSucc * f j.succ) = f ⟨0, n.succ_pos⟩ * f (Fin.last n) := by
    intro n
    induction n with
    | zero =>
      intro f
      rw [Fin.prod_univ_zero]
      exact (Int.units_mul_self (f ⟨0, Nat.succ_pos 0⟩)).symm
    | succ n ih =>
      intro f
      have h := ih (fun k => f k.castSucc)
      calc _ = (f ⟨0, (n + 1).succ_pos⟩ * f (Fin.last n).castSucc) *
            (f (Fin.last n).castSucc * f (Fin.last n).succ) := by
            rw [Fin.prod_univ_castSucc]
            exact congrArg (· * (f (Fin.last n).castSucc * f (Fin.last n).succ)) h
        _ = _ := by
            rw [mul_assoc, ← mul_assoc (f (Fin.last n).castSucc), Int.units_mul_self,
              one_mul, Fin.succ_last]
  have inj : Function.Injective (cell x y R T hx hy) := by
    intro a b hab
    simp only [cell, Prod.mk.injEq, Fin.mk.injEq] at hab
    exact Prod.ext (Fin.ext (by omega)) (Fin.ext (by omega))
  -- hence the loop is the product of the enclosed plaquettes
  have loop : ∀ U : Links L M, wilsonLoop U x y R T hx hy =
      ∏ p ∈ univ.image (cell x y R T hx hy), plaquette U p := by
    intro U
    rw [prod_image inj.injOn, Fintype.prod_prod_type]
    let h : Fin R → Fin (T + 1) → ℤˣ := fun i k => U.1 ⟨x + i, by omega⟩ ⟨y + k, by omega⟩
    let v : Fin (R + 1) → Fin T → ℤˣ := fun k j => U.2 ⟨x + k, by omega⟩ ⟨y + j, by omega⟩
    symm
    calc _ = ∏ i : Fin R, ∏ j : Fin T, ((h i j.castSucc * h i j.succ) *
          (v i.castSucc j * v i.succ j)) := by
          refine prod_congr rfl fun i _ => prod_congr rfl fun j _ => ?_
          change h i j.castSucc * v i.succ j * h i j.succ * v i.castSucc j = _
          ac_rfl
      _ = (∏ i : Fin R, ∏ j : Fin T, (h i j.castSucc * h i j.succ)) *
          ∏ j : Fin T, ∏ i : Fin R, (v i.castSucc j * v i.succ j) := by
          rw [prod_comm (f := fun (j : Fin T) (i : Fin R) => v i.castSucc j * v i.succ j)]
          simp only [prod_mul_distrib]
      _ = (∏ i : Fin R, (h i ⟨0, T.succ_pos⟩ * h i (Fin.last T))) *
          ∏ j : Fin T, (v ⟨0, R.succ_pos⟩ j * v (Fin.last R) j) :=
          congrArg₂ (· * ·) (prod_congr rfl fun i _ => tel T (h i))
            (prod_congr rfl fun j _ => tel R (fun k => v k j))
      _ = (∏ i : Fin R, h i ⟨0, T.succ_pos⟩) * (∏ j : Fin T, v (Fin.last R) j) *
          (∏ i : Fin R, h i (Fin.last T)) * ∏ j : Fin T, v ⟨0, R.succ_pos⟩ j := by
          simp only [prod_mul_distrib]
          ac_rfl
      _ = _ := rfl
  have key := expectation_plaquettes β (univ.image (cell x y R T hx hy))
  rw [card_image_of_injective _ inj, card_univ, Fintype.card_prod, Fintype.card_fin,
    Fintype.card_fin] at key
  rw [← key]
  congr 1
  funext U
  rw [loop U, Units.coe_prod, Int.cast_prod]

end

end IsingGaugeAreaLaw
```

```lean
#print axioms IsingGaugeAreaLaw.expectation_plaquettes
-- 'IsingGaugeAreaLaw.expectation_plaquettes' depends on axioms: [propext, Classical.choice, Quot.sound]
#print axioms IsingGaugeAreaLaw.area_law
-- 'IsingGaugeAreaLaw.area_law' depends on axioms: [propext, Classical.choice, Quot.sound]
```

**Q:** What does the change from links to plaquettes look like in an actual calculation?

**A:** Take β = 0.5 and a 2 by 3 loop. Each plaquette is 1 with probability e^β/(2 cosh β) ≈ 0.731, so its mean is tanh 0.5 ≈ 0.462. A configuration can be drawn by choosing the plaquette signs independently, setting the vertical links to 1 and accumulating the horizontal links as above. This samples one gauge representative, which suffices for gauge-invariant quantities such as the loop.

The loop is then a product of six independent signs, with mean 0.462⁶ ≈ 0.0097. Each measurement is 1 or −1, so its standard deviation is close to 1, and a ten per cent statistical error needs about a million independent configurations. In this two-dimensional ℤ₂ model without matter, the area law thus shows a difficulty familiar from lattice simulations: the signal of a large loop shrinks exponentially with its area while the noise of a single measurement stays of order one.
